# Full polarization of the uniform Hartree-Fock electron gas is a strict local minimum in the polarization exactly above a critical radius

Full polarization sits at the end of the range of polarizations, so "local minimum" needs a one-sided meaning there. A vanishing slope is the wrong criterion: at an endpoint the energy can be minimal while its slope is nonzero. The definition used here compares energies directly. Full polarization counts as stable if every partial polarization close enough to it has strictly higher energy.

The gas is three-dimensional, and states are compared at the same density. Let z be the spin polarization, running from 0 (unpolarized) to 1 (fully polarized), and let r > 0 be the density parameter, a length proportional to the mean electron spacing. With a kinetic coefficient a > 0 and an exchange coefficient b > 0, the stability condition is

r > 5·2^(1/3)·a/(4b).

```lean
import Mathlib

open Set

namespace FerromagneticMetastability

noncomputable section
```

Mathlib supplies real powers, derivatives and continuity. Opening `Set` gives short names for intervals: `Icc` is closed, `Ioo` is open, and `Ico` contains its left end but not its right.

## The energy and the meaning of stability

```lean
/-- Hartree-Fock energy per electron at spin polarization `z` in `[-1, 1]` and density parameter
`r > 0`, with kinetic coefficient `a` and exchange coefficient `b`. -/
def energy (a b r z : ℝ) : ℝ :=
  a / (2 * r ^ 2) * ((1 + z) ^ (5 / 3 : ℝ) + (1 - z) ^ (5 / 3 : ℝ))
    - b / (2 * r) * ((1 + z) ^ (4 / 3 : ℝ) + (1 - z) ^ (4 / 3 : ℝ))
```

In ordinary notation, the energy per electron is

e(z) = (a/(2r²))·[(1+z)^(5/3) + (1−z)^(5/3)] − (b/(2r))·[(1+z)^(4/3) + (1−z)^(4/3)].

The numbers 1+z and 1−z are the two spin densities in units of half the total density. The first term is the kinetic energy of two filled Fermi spheres, and a sets its scale. The second is the exchange energy, the lowering of the Coulomb repulsion between electrons of like spin by antisymmetry, and b sets its scale. The theorems leave both coefficients as free positive numbers; neither they nor the formula are derived from a Hamiltonian. For electrons in a uniform neutralizing background, in Hartree atomic units and with r the radius of a sphere that holds one electron on average, they are a = (3/10)·(9π/4)^(2/3) ≈ 1.105 and b = (3/(4π))·(9π/4)^(1/3) ≈ 0.458.

The model covers uniform states labelled by the single number z. Correlation, spin-density waves and noncollinear spin arrangements are absent, so "stable" means stable against changes of z only.

```lean
/-- Full polarization is a strict local minimum on `[0, 1]`: every partial polarization close enough
to `1` has a strictly higher energy. The density parameter `r` is meant to be positive, though the
definition does not require it. -/
def FullyPolarizedStable (a b r : ℝ) : Prop :=
  ∃ δ > 0, ∀ z ∈ Ico (0 : ℝ) 1, 1 - δ < z → energy a b r 1 < energy a b r z
```

A `Prop` is a statement that may be true or false. This one says that there is a δ > 0 such that every z with 0 ≤ z < 1 and z > 1−δ satisfies e(1) < e(z). The interval `Ico (0 : ℝ) 1` leaves out z = 1 itself, which could not have higher energy than itself.

## Cube roots of the spin densities

```lean
/-- A power of a nonnegative spin density with exponent `n/3` is the `n`-th power of its
cube root. -/
theorem rpow_third {t p : ℝ} {n : ℕ} (ht : 0 ≤ t) (hp : p = 1 / 3 * (n : ℝ)) :
    t ^ p = (t ^ (1 / 3 : ℝ)) ^ n := by
  rw [hp, Real.rpow_mul ht, Real.rpow_natCast]
```

For t ≥ 0 and p = n/3 with n a natural number,

t^p = (t^(1/3))^n.

This turns fractional powers into whole powers of a cube root, which Lean's algebra tactics can handle.

```lean
/-- For partial polarization, the cube roots of the two relative spin densities add up to
more than the cube root of two. -/
theorem cbrt_two_lt {z : ℝ} (h0 : -1 < z) (h1 : z < 1) :
    (2 : ℝ) ^ (1 / 3 : ℝ) < (1 + z) ^ (1 / 3 : ℝ) + (1 - z) ^ (1 / 3 : ℝ) := by
  have cube : ∀ t : ℝ, 0 ≤ t → (t ^ (1 / 3 : ℝ)) ^ 3 = t := fun t ht => by
    rw [← rpow_third (p := 1) ht (by norm_num), Real.rpow_one]
  have hx : 0 < (1 + z) ^ (1 / 3 : ℝ) := Real.rpow_pos_of_pos (by linarith) _
  have hy : 0 < (1 - z) ^ (1 / 3 : ℝ) := Real.rpow_pos_of_pos (by linarith) _
  have hx3 := cube (1 + z) (by linarith)
  have hy3 := cube (1 - z) (by linarith)
  -- compare cubes: the mixed terms of the binomial are positive
  refine lt_of_pow_lt_pow_left₀ 3 (add_pos hx hy).le ?_
  rw [cube 2 (by norm_num)]
  nlinarith [mul_pos (mul_pos hx hy) (add_pos hx hy)]
```

Write

x = (1+z)^(1/3), y = (1−z)^(1/3).

For −1 < z < 1 both spin species are present, so x and y are positive, and x³ + y³ = 2. Expanding the cube gives

(x+y)³ = x³ + y³ + 3xy(x+y) = 2 + 3xy(x+y) > 2,

hence x + y > 2^(1/3). The proof does the same: `cube` states that cubing undoes the cube root, `lt_of_pow_lt_pow_left₀` reduces the claim to a comparison of cubes, and `nlinarith` finishes from the positivity of xy(x+y).

## The slope of the energy

```lean
/-- For `r > 0` and partial polarization, the slope of the energy factorizes into the
difference of the cube roots of the spin densities and a balance of kinetic and exchange
terms. -/
theorem hasDerivAt_energy {a b r z : ℝ} (hr : 0 < r) (h0 : -1 < z) (h1 : z < 1) :
    HasDerivAt (energy a b r)
      (((1 + z) ^ (1 / 3 : ℝ) - (1 - z) ^ (1 / 3 : ℝ)) *
        (5 * a * ((1 + z) ^ (1 / 3 : ℝ) + (1 - z) ^ (1 / 3 : ℝ)) - 4 * b * r)
        / (6 * r ^ 2)) z := by
  have hp : HasDerivAt (fun z : ℝ => 1 + z) 1 z := (hasDerivAt_id' z).const_add 1
  have hm : HasDerivAt (fun z : ℝ => 1 - z) (-1) z := (hasDerivAt_id' z).const_sub 1
  have k5 := ((hp.rpow_const (p := 5 / 3) (Or.inr (by norm_num))).fun_add
    (hm.rpow_const (p := 5 / 3) (Or.inr (by norm_num)))).const_mul (a / (2 * r ^ 2))
  have k4 := ((hp.rpow_const (p := 4 / 3) (Or.inr (by norm_num))).fun_add
    (hm.rpow_const (p := 4 / 3) (Or.inr (by norm_num)))).const_mul (b / (2 * r))
  refine (k5.fun_sub k4).congr_deriv ?_
  -- express all powers through the two cube roots
  have e2 : ∀ t : ℝ, 0 ≤ t → t ^ ((5 / 3 : ℝ) - 1) = (t ^ (1 / 3 : ℝ)) ^ 2 :=
    fun t ht => rpow_third ht (by norm_num)
  have e1 : (4 / 3 : ℝ) - 1 = 1 / 3 := by norm_num
  rw [e2 (1 + z) (by linarith), e2 (1 - z) (by linarith), e1]
  generalize (1 + z) ^ (1 / 3 : ℝ) = x
  generalize (1 - z) ^ (1 / 3 : ℝ) = y
  field_simp
  ring
```

`HasDerivAt` says that a function has a given derivative at a given point. By hand, the power rule yields

e'(z) = (a/(2r²))·(5/3)·(x² − y²) − (b/(2r))·(4/3)·(x − y).

Since x² − y² = (x−y)(x+y), this factorizes:

e'(z) = (x−y)·[5a(x+y) − 4br]/(6r²).

For 0 < z < 1 the factor x−y is positive, so the bracket decides the sign: kinetic energy pushes towards lower polarization, exchange towards higher. In the proof, `k5` and `k4` differentiate the two terms, the two `generalize` lines name the cube roots x and y, and `field_simp` and `ring` check the factorization.

```lean
/-- Powers of the two spin densities with nonnegative exponent add up to a continuous
function of the polarization. -/
theorem continuous_spin_sum {p : ℝ} (hp : 0 ≤ p) :
    Continuous fun z : ℝ => (1 + z) ^ p + (1 - z) ^ p :=
  ((continuous_const.add continuous_id).rpow_const fun _ => Or.inr hp).add
    ((continuous_const.sub continuous_id).rpow_const fun _ => Or.inr hp)
```

For p ≥ 0, the sum (1+z)^p + (1−z)^p is continuous in z, including at z = 1, where one spin density vanishes.

```lean
/-- The energy is a continuous function of the polarization when `r ≠ 0`. -/
theorem continuous_energy (a b : ℝ) {r : ℝ} (_hr : r ≠ 0) : Continuous (energy a b r) :=
  (continuous_const.mul (continuous_spin_sum (by norm_num))).sub
    (continuous_const.mul (continuous_spin_sum (by norm_num)))
```

The energy is therefore continuous too. The slope formula was proved above for partial polarization only, which is enough: continuity carries its consequences to the endpoint.

## At or below the critical radius

```lean
/-- For positive `a`, `b`, `r` with `r ≤ 5 * 2^(1/3) * a / (4 * b)`, the energy increases strictly
with polarization all the way from `0` to `1`. -/
theorem energy_strictMonoOn {a b r : ℝ} (ha : 0 < a) (hb : 0 < b) (hr : 0 < r)
    (h : r ≤ 5 * 2 ^ (1 / 3 : ℝ) * a / (4 * b)) :
    StrictMonoOn (energy a b r) (Icc 0 1) := by
  rw [le_div_iff₀ (by positivity)] at h
  refine strictMonoOn_of_deriv_pos (convex_Icc 0 1)
    (continuous_energy a b hr.ne').continuousOn fun z hz => ?_
  rw [interior_Icc] at hz
  have hz0 : 0 < z := hz.1
  have hz1 : z < 1 := hz.2
  rw [(hasDerivAt_energy hr (by linarith) hz1).deriv]
  have hxy := Real.rpow_lt_rpow (by linarith : (0 : ℝ) ≤ 1 - z)
    (by linarith : 1 - z < 1 + z) (by norm_num : (0 : ℝ) < 1 / 3)
  have hs := mul_lt_mul_of_pos_left (cbrt_two_lt (by linarith) hz1) ha
  exact div_pos (mul_pos (sub_pos.2 hxy) (by linarith)) (by positivity)
```

Suppose r ≤ 5·2^(1/3)·a/(4b). Then, for 0 < z < 1,

4br ≤ 5a·2^(1/3) < 5a(x+y).

The bracket in the slope is positive, and so is x−y. Thus e' > 0 on (0,1), and by continuity e is strictly increasing on all of [0,1], which is what `StrictMonoOn` says. In Lean, `hs` is the bound on x+y multiplied by a, `hxy` is y < x, and `div_pos` combines the signs.

The limiting case r = 5·2^(1/3)·a/(4b) is included. There the slope becomes

e'(z) = 5a(x−y)(x+y−2^(1/3))/(6r²),

which tends to zero as z approaches 1 but is positive for every z strictly between 0 and 1. Full polarization is then not a local minimum, even though its slope vanishes.

## The stability criterion

```lean
/-- For positive `a`, `b`, `r`, full polarization is a strict local minimum of the
Hartree-Fock energy on `[0, 1]` exactly when `r > 5 * 2^(1/3) * a / (4 * b)`. -/
theorem fullyPolarizedStable_iff {a b r : ℝ} (ha : 0 < a) (hb : 0 < b) (hr : 0 < r) :
    FullyPolarizedStable a b r ↔ 5 * 2 ^ (1 / 3 : ℝ) * a / (4 * b) < r := by
  constructor
  · rintro ⟨δ, hδ, hmin⟩
    by_contra hle
    -- at or below the critical radius a slightly smaller polarization has lower energy
    have hz1 : max 0 (1 - δ / 2) < 1 := max_lt one_pos (by linarith)
    have hz0 : 0 ≤ max 0 (1 - δ / 2) := le_max_left _ _
    have hlow := energy_strictMonoOn ha hb hr (not_lt.1 hle) ⟨hz0, hz1.le⟩
      ⟨zero_le_one, le_refl 1⟩ hz1
    have hhigh := hmin _ ⟨hz0, hz1⟩
      (lt_of_lt_of_le (by linarith) (le_max_right 0 (1 - δ / 2)))
    exact lt_asymm hlow hhigh
  · intro h
    rw [div_lt_iff₀ (by positivity)] at h
    have h1 : 5 * a * ((1 + 1 : ℝ) ^ (1 / 3 : ℝ) + (1 - 1 : ℝ) ^ (1 / 3 : ℝ))
        < 4 * b * r := by
      rw [sub_self, Real.zero_rpow (by norm_num), one_add_one_eq_two]
      linarith
    -- by continuity exchange wins in a whole neighbourhood of full polarization
    have hc : Continuous fun z : ℝ =>
        5 * a * ((1 + z) ^ (1 / 3 : ℝ) + (1 - z) ^ (1 / 3 : ℝ)) :=
      continuous_const.mul (continuous_spin_sum (by norm_num))
    obtain ⟨δ, hδ, hnear⟩ := Metric.eventually_nhds_iff.1
      (hc.continuousAt.eventually_lt continuousAt_const h1)
    refine ⟨δ, hδ, fun z hz hzδ => ?_⟩
    have hz0 : 0 ≤ z := hz.1
    have hanti : StrictAntiOn (energy a b r) (Icc z 1) := by
      refine strictAntiOn_of_deriv_neg (convex_Icc z 1)
        (continuous_energy a b hr.ne').continuousOn fun w hw => ?_
      rw [interior_Icc] at hw
      have hw0 : z < w := hw.1
      have hw1 : w < 1 := hw.2
      rw [(hasDerivAt_energy hr (by linarith) hw1).deriv]
      have hxy := Real.rpow_lt_rpow (by linarith : (0 : ℝ) ≤ 1 - w)
        (by linarith : 1 - w < 1 + w) (by norm_num : (0 : ℝ) < 1 / 3)
      have hs := hnear (y := w) (by
        rw [Real.dist_eq, abs_lt]
        constructor <;> linarith)
      exact div_neg_of_neg_of_pos
        (mul_neg_of_pos_of_neg (sub_pos.2 hxy) (sub_neg.2 hs)) (by positivity)
    exact hanti ⟨le_refl z, hz.2.le⟩ ⟨hz.2.le, le_refl 1⟩ hz.2
```

The symbol `↔` means "exactly when", and `constructor` splits the claim into its two directions.

For the first, assume full polarization is stable with some δ, but r is at or below the critical radius. Take the test polarization

z = max(0, 1 − δ/2).

It lies in [0,1) and above 1−δ, so stability gives e(1) < e(z). But e is strictly increasing, so e(z) < e(1), a contradiction. These two inequalities are `hhigh` and `hlow`.

For the second, let r exceed the critical radius. At z = 1 we have x = 2^(1/3) and y = 0, so

5a(x+y) = 5a·2^(1/3) < 4br.

By continuity the inequality 5a(x+y) < 4br persists within some distance δ of z = 1. Now take any z in [0,1) with z > 1−δ. At every w between z and 1 the bracket is negative while the difference of cube roots is positive, so e'(w) < 0. Hence e is strictly decreasing on [z,1], which is `hanti`, and e(1) < e(z).

## Comparison with the unpolarized gas

```lean
/-- For positive `a`, `b`, `r`, the unpolarized gas has lower energy than the fully
polarized one exactly when `r < (1 + 2^(1/3)) * a / b`. -/
theorem unpolarized_lt_polarized_iff {a b r : ℝ} (_ha : 0 < a) (hb : 0 < b) (hr : 0 < r) :
    energy a b r 0 < energy a b r 1 ↔ r < (1 + 2 ^ (1 / 3 : ℝ)) * a / b := by
  have h5 : (2 : ℝ) ^ (5 / 3 : ℝ) = (2 ^ (1 / 3 : ℝ)) ^ 5 :=
    rpow_third (by norm_num) (by norm_num)
  have h4 : (2 : ℝ) ^ (4 / 3 : ℝ) = (2 ^ (1 / 3 : ℝ)) ^ 4 :=
    rpow_third (by norm_num) (by norm_num)
  have h3 : ((2 : ℝ) ^ (1 / 3 : ℝ)) ^ 3 = 2 := by
    rw [← rpow_third (p := 1) (by norm_num) (by norm_num), Real.rpow_one]
  have hc : 1 < (2 : ℝ) ^ (1 / 3 : ℝ) :=
    Real.one_lt_rpow (by norm_num) (by norm_num)
  have key : energy a b r 1 - energy a b r 0 =
      (2 ^ (1 / 3 : ℝ) - 1) / r ^ 2 * ((1 + 2 ^ (1 / 3 : ℝ)) * a - r * b) := by
    unfold energy
    rw [sub_self, one_add_one_eq_two, add_zero, sub_zero, Real.one_rpow, Real.one_rpow,
      Real.zero_rpow (by norm_num), Real.zero_rpow (by norm_num), h5, h4]
    generalize (2 : ℝ) ^ (1 / 3 : ℝ) = c at h3 ⊢
    have c5 : c ^ 5 = 2 * c ^ 2 := by linear_combination c ^ 2 * h3
    have c4 : c ^ 4 = 2 * c := by linear_combination c * h3
    rw [c5, c4]
    field_simp
    ring
  have hpos : 0 < ((2 : ℝ) ^ (1 / 3 : ℝ) - 1) / r ^ 2 :=
    div_pos (sub_pos.2 hc) (by positivity)
  rw [← sub_pos, key, mul_pos_iff_of_pos_left hpos, sub_pos, lt_div_iff₀ hb]
```

Let c = 2^(1/3), so that c³ = 2, c⁵ = 2c² and c⁴ = 2c. The two energies are

e(0) = a/r² − b/r,

e(1) = c²a/r² − cb/r.

Their difference is

e(1) − e(0) = ((c−1)/r²)·[(1+c)a − rb].

Since c > 1, the prefactor is positive, and the unpolarized gas is lower exactly when r < (1+c)a/b. The identity is `key` in the proof, and `hpos` is the sign of the prefactor.

```lean
/-- For positive `a`, `b`, `r`, full polarization is a strict local minimum lying above the
unpolarized gas in energy exactly when `r` is between the two stated radii. -/
theorem metastable_iff {a b r : ℝ} (ha : 0 < a) (hb : 0 < b) (hr : 0 < r) :
    (FullyPolarizedStable a b r ∧ energy a b r 0 < energy a b r 1) ↔
      r ∈ Ioo (5 * 2 ^ (1 / 3 : ℝ) * a / (4 * b)) ((1 + 2 ^ (1 / 3 : ℝ)) * a / b) := by
  rw [fullyPolarizedStable_iff ha hb hr, unpolarized_lt_polarized_iff ha hb hr, mem_Ioo]
```

Combining the two criteria, full polarization is a strict local minimum and yet lies above the unpolarized gas exactly when

5·2^(1/3)·a/(4b) < r < (1+2^(1/3))·a/b.

This is the ferromagnetic metastability window, with both edges excluded. For Hartree-Fock calculations restricted to this one-parameter family of uniform states, it means that a small-step energy minimization started close enough to z = 1 can settle there although a lower state exists.

```lean
/-- For positive `a` and `b` the metastability window is nonempty. -/
theorem window_nonempty {a b : ℝ} (ha : 0 < a) (hb : 0 < b) :
    (Ioo (5 * 2 ^ (1 / 3 : ℝ) * a / (4 * b))
      ((1 + 2 ^ (1 / 3 : ℝ)) * a / b)).Nonempty := by
  have hc : (2 : ℝ) ^ (1 / 3 : ℝ) < 2 ^ (1 : ℝ) :=
    Real.rpow_lt_rpow_of_exponent_lt (by norm_num) (by norm_num)
  rw [Real.rpow_one] at hc
  rw [nonempty_Ioo, ← sub_pos]
  have key : (1 + 2 ^ (1 / 3 : ℝ)) * a / b - 5 * 2 ^ (1 / 3 : ℝ) * a / (4 * b)
      = (4 - 2 ^ (1 / 3 : ℝ)) * a / (4 * b) := by
    generalize (2 : ℝ) ^ (1 / 3 : ℝ) = c
    field_simp
    ring
  rw [key]
  exact div_pos (mul_pos (by linarith) ha) (by positivity)

end

end FerromagneticMetastability
```

The window has positive width for every choice of a and b. Again with c = 2^(1/3),

(1+c)a/b − 5ca/(4b) = (4−c)a/(4b) > 0,

because c < 2. Numerically, it runs from about 1.57·a/b to about 2.26·a/b. With the electron-gas values of a and b given above, that is from about 3.80 to about 5.45 Bohr radii.

```lean
#print axioms FerromagneticMetastability.fullyPolarizedStable_iff
#print axioms FerromagneticMetastability.metastable_iff
#print axioms FerromagneticMetastability.window_nonempty
```

```
'FerromagneticMetastability.fullyPolarizedStable_iff' depends on axioms: [propext, Classical.choice, Quot.sound]
'FerromagneticMetastability.metastable_iff' depends on axioms: [propext, Classical.choice, Quot.sound]
'FerromagneticMetastability.window_nonempty' depends on axioms: [propext, Classical.choice, Quot.sound]
```
